# With real, spin-independent AFQMC propagators, a real closed-shell overlap is a square, but an added electron can make it negative

I store each AFQMC walker as one real matrix of orbitals, shared by both spins, and propagate both spins with the same real, positive definite one-body matrices. The trial is a real closed-shell determinant too, and its overlap with a walker never turns negative. I had credited the positive definite propagators for that. Then I added one spin-up electron to a two-orbital test, which filled the up shell completely, and the same field path gave a negative overlap. A full shell looks like the most harmless thing one could add. Where does the sign come from?

## The sign was hidden in the spin-down determinant

The choice to settle first is what a field path is. Here it is a finite list of real matrices, applied in turn to the orbitals of both spins. The auxiliary fields that produced the matrices no longer appear, and positive definiteness is a separate assumption, made only where it is needed. This separation answers your question: the closed-shell sign comes from having two equal real factors, and not from positive propagators.

Let the columns of $\Phi$ be the occupied orbitals of one spin of the walker, and those of $\Psi$ the orbitals of the trial. After the propagators $B_1,\dots,B_m$ have acted in that order, the walker is
$$\Phi' = B_m\cdots B_1\Phi ,$$
and the overlap for this spin is $d=\det(\Psi^T\Phi')$. The total overlap is the product of the up and down determinants.

**Closed shell.** Both spins have the same $\Psi$, $\Phi$ and propagators, so the total is $d\cdot d=d^2$. Since $d$ is real, this is nonnegative, and it is positive exactly when $d\neq0$. The sign of $d$ itself is unrestricted.

**Filled up shell.** Take the identity matrix as the up orbitals of both trial and walker. The up determinant is
$$\det(B_m\cdots B_1)=\prod_i\det B_i ,$$
which is positive if every $B_i$ is positive definite. The total then has the sign of the down determinant. The added electron did not create the minus sign; it removed the second factor that had cancelled it.

**One step.** If the trial is the initial walker and a single positive semidefinite $B$ acts, each spin gives $\det(\Phi^TB\Phi)$. For any vector $x$,
$$x^T\Phi^TB\Phi x=(\Phi x)^TB(\Phi x)\ge0 ,$$
so $\Phi^TB\Phi$ is positive semidefinite and its determinant is nonnegative. With this trial, a negative overlap from positive definite propagators therefore takes at least two steps.

**Two steps.** For real $t$ let
$$S(t)=\begin{pmatrix}1&t\\t&1+t^2\end{pmatrix},\qquad x^TS(t)x=(x_0+tx_1)^2+x_1^2 .$$
The quadratic form vanishes only at $x=0$, so $S(t)$ is positive definite, and $\det S(t)=1$. Applying $S(-t)$ and then $S(t)$ gives
$$S(t)S(-t)=\begin{pmatrix}1-t^2&t^3\\-t^3&1+t^2+t^4\end{pmatrix}.$$
A product of two positive definite matrices need not be symmetric, and its diagonal elements can be negative. With one electron per spin in the first orbital, the overlap is $(1-t^2)^2$. With the up shell filled it is $1-t^2$, which is negative for $|t|>1$.

## Following one electron at $t=2$

The two propagators are
$$C=\begin{pmatrix}1&-2\\-2&5\end{pmatrix},\qquad A=\begin{pmatrix}1&2\\2&5\end{pmatrix},$$
with $C$ acting first. The orbital $(1,0)$ becomes $(1,-2)$ under $C$. Then $A$ takes it to $(1-4,\;2-10)=(-3,-8)$. Its overlap with $(1,0)$ is $-3$.

Two such electrons, one of each spin, give $(-3)^2=9$. The filled up shell contributes $\det A\,\det C=1$, so the total becomes $-3$. These values use the unnormalised propagated orbital, whose length is $\sqrt{73}$. After normalisation they are $9/73\approx0.123$ and $-3/\sqrt{73}\approx-0.351$.

## What the Lean statements say

The finite type `n` labels the spatial orbitals, while `k` and `l` label the electrons of each spin. An orbital matrix has type `Matrix n k ℝ`, and its columns need not be orthonormal. `spinOverlap` is the unnormalised determinant $\det(\Psi^T\Phi)$, and `overlap` multiplies the two spins after passing the same list `Bs` to both. The head of the list acts first, so `[C, A]` in the notation above means the product $AC$.

In `closed_shell_overlap_eq_sq` and `closed_shell_overlap_nonneg`, "closed shell" means that up and down share their orbitals, in the trial and in the walker. The trial may differ from the walker, and the real matrices in `Bs` are otherwise arbitrary. `one_step_overlap_nonneg` allows different spin fillings, but it assumes one positive semidefinite step and a trial equal to the initial walker.

`filled_up_shell_neg_iff` assumes positive definite propagators, takes the identity matrix as the up orbitals of both trial and walker, and says that the total is negative exactly when the down overlap is. `added_electron_breaks_sign` states that both explicit matrices are positive definite and that the overlaps are $9$ and $-3$. In the file, `step` names the matrix $S(t)$, and `t` is its off-diagonal element, neither a time nor a hopping amplitude.

It is left to the user to check whether the Hubbard–Stratonovich decomposition of a given Hamiltonian yields real, spin-independent matrices with positive scalar prefactors. The usual decomposition of the Coulomb repulsion, written as squares of charge operators, does not: its fields enter the exponent with a factor $i$, which makes the propagators complex. Complex propagators can make $d$ complex, and $d^2$ then need not be nonnegative. When the real closed-shell conditions do hold and the scalar prefactors are positive, successive nonzero overlaps have a positive ratio, so the phaseless constraint finds no phase to project out.

```lean
import Mathlib

open Matrix

namespace ClosedShellAFQMC

noncomputable section

variable {n k l : Type*} [Fintype n] [Fintype k] [DecidableEq k] [Fintype l] [DecidableEq l]

/-- The orbitals of a walker after the one-body propagators in the list have acted in turn,
the head of the list first. -/
def propagate {n k : Type*} [Fintype n] :
    List (Matrix n n ℝ) → Matrix n k ℝ → Matrix n k ℝ
  | [], Φ => Φ
  | B :: Bs, Φ => propagate Bs (B * Φ)

/-- The overlap of two Slater determinants of one spin, whose occupied orbitals are the
columns of `Ψ` and `Φ`. -/
def spinOverlap (Ψ Φ : Matrix n k ℝ) : ℝ := (Ψᵀ * Φ).det

/-- The overlap of the trial with the propagated walker, when the same propagators act on
both spins: the product of the up and the down determinant. -/
def overlap (Bs : List (Matrix n n ℝ)) (Ψup Φup : Matrix n k ℝ) (Ψdn Φdn : Matrix n l ℝ) : ℝ :=
  spinOverlap Ψup (propagate Bs Φup) * spinOverlap Ψdn (propagate Bs Φdn)

/-- Successive propagation is multiplication by the time-ordered product of the propagators,
with the latest one on the left. -/
theorem propagate_eq_prod {n k : Type*} [Fintype n] [DecidableEq n]
    (Bs : List (Matrix n n ℝ)) (Φ : Matrix n k ℝ) :
    propagate Bs Φ = Bs.reverse.prod * Φ := by
  induction Bs generalizing Φ with
  | nil => simp [propagate]
  | cons B Bs ih =>
    rw [propagate, ih]
    simp [Matrix.mul_assoc]

/-- For real spin-independent propagators and a real closed-shell trial and walker, the overlap
is the square of the overlap of one spin. -/
theorem closed_shell_overlap_eq_sq (Bs : List (Matrix n n ℝ)) (Ψ Φ : Matrix n k ℝ) :
    overlap Bs Ψ Φ Ψ Φ = spinOverlap Ψ (propagate Bs Φ) ^ 2 := by
  rw [overlap, sq]

/-- For real spin-independent propagators and a real closed-shell trial and walker, the overlap
is never negative, and it is positive exactly when the overlap of one spin is nonzero. -/
theorem closed_shell_overlap_nonneg (Bs : List (Matrix n n ℝ)) (Ψ Φ : Matrix n k ℝ) :
    0 ≤ overlap Bs Ψ Φ Ψ Φ ∧
      (0 < overlap Bs Ψ Φ Ψ Φ ↔ spinOverlap Ψ (propagate Bs Φ) ≠ 0) := by
  rw [closed_shell_overlap_eq_sq]
  exact ⟨sq_nonneg _, sq_pos_iff⟩

/-- A single real positive semidefinite propagator gives a nonnegative overlap for any numbers
of up and down electrons, if the trial is the initial walker. -/
theorem one_step_overlap_nonneg {B : Matrix n n ℝ} (hB : B.PosSemidef)
    (Φup : Matrix n k ℝ) (Φdn : Matrix n l ℝ) :
    0 ≤ overlap [B] Φup Φup Φdn Φdn := by
  -- each spin determinant is that of a compressed positive semidefinite matrix
  have hup := (hB.conjTranspose_mul_mul_same Φup).det_nonneg
  have hdn := (hB.conjTranspose_mul_mul_same Φdn).det_nonneg
  rw [conjTranspose_eq_transpose_of_trivial, Matrix.mul_assoc] at hup hdn
  exact mul_nonneg hup hdn

/-- Positive definite propagators keep the determinant of a completely filled shell positive. -/
theorem det_propagate_pos [DecidableEq n] (Bs : List (Matrix n n ℝ))
    (hBs : ∀ B ∈ Bs, B.PosDef) (Φ : Matrix n n ℝ) (hΦ : 0 < Φ.det) :
    0 < (propagate Bs Φ).det := by
  induction Bs generalizing Φ with
  | nil => exact hΦ
  | cons B Bs ih =>
    rw [propagate]
    apply ih (fun D hD => hBs D (List.mem_cons_of_mem B hD))
    rw [det_mul]
    exact mul_pos (hBs B List.mem_cons_self).det_pos hΦ

/-- With the identity matrix as the up orbitals of both trial and walker (a completely filled up
shell) and positive definite propagators, the overlap is negative exactly when the overlap of the
down electrons is negative. -/
theorem filled_up_shell_neg_iff [DecidableEq n] (Bs : List (Matrix n n ℝ))
    (hBs : ∀ B ∈ Bs, B.PosDef) (Ψ Φ : Matrix n k ℝ) :
    overlap Bs (1 : Matrix n n ℝ) 1 Ψ Φ < 0 ↔ spinOverlap Ψ (propagate Bs Φ) < 0 := by
  have hup : 0 < spinOverlap (1 : Matrix n n ℝ) (propagate Bs 1) := by
    rw [spinOverlap, transpose_one, Matrix.one_mul]
    exact det_propagate_pos Bs hBs 1 (by rw [det_one]; exact one_pos)
  rw [overlap]
  constructor
  · intro h
    by_contra hdn
    exact absurd h (not_lt_of_ge (mul_nonneg hup.le (not_lt.mp hdn)))
  · intro h
    exact mul_neg_of_pos_of_neg hup h

/-- A two-orbital propagator with real off-diagonal element `t` and determinant one. -/
def step (t : ℝ) : Matrix (Fin 2) (Fin 2) ℝ := !![1, t; t, 1 + t ^ 2]

/-- One electron in the first of two orbitals. -/
def firstOrbital : Matrix (Fin 2) (Fin 1) ℝ := !![1; 0]

/-- The two-orbital propagator is positive definite for every real `t`. -/
theorem step_posDef (t : ℝ) : (step t).PosDef := by
  rw [posDef_iff_dotProduct_mulVec]
  constructor
  · apply Matrix.IsHermitian.ext
    intro i j
    fin_cases i <;> fin_cases j <;> simp [step]
  · intro x hx
    -- complete the square in the quadratic form
    have key : star x ⬝ᵥ (step t *ᵥ x) = (x 0 + t * x 1) ^ 2 + x 1 ^ 2 := by
      simp [step, Matrix.mulVec, dotProduct, Fin.sum_univ_two]
      ring
    rw [key]
    by_contra h
    have h' := not_lt.mp h
    have s1 : x 1 ^ 2 = 0 := by
      linarith [sq_nonneg (x 0 + t * x 1), sq_nonneg (x 1)]
    have s0 : (x 0 + t * x 1) ^ 2 = 0 := by
      linarith [sq_nonneg (x 0 + t * x 1), sq_nonneg (x 1)]
    have h1 : x 1 = 0 := (pow_eq_zero_iff two_ne_zero).mp s1
    have h0 : x 0 = 0 := by
      have h2 := (pow_eq_zero_iff two_ne_zero).mp s0
      rw [h1] at h2
      linarith
    apply hx
    ext i
    fin_cases i
    · exact h0
    · exact h1

/-- After the steps `-t` and `t`, the overlap with the initial walker is `(1 - t²)²` for both spins
in the first orbital, and `1 - t²` when the up shell is filled instead, with the identity matrix as
its orbitals. -/
theorem two_step_overlaps (t : ℝ) :
    overlap [step (-t), step t] firstOrbital firstOrbital firstOrbital firstOrbital
        = (1 - t ^ 2) ^ 2 ∧
      overlap [step (-t), step t] (1 : Matrix (Fin 2) (Fin 2) ℝ) 1 firstOrbital firstOrbital
        = 1 - t ^ 2 := by
  have hdn : spinOverlap firstOrbital (propagate [step (-t), step t] firstOrbital)
      = 1 - t ^ 2 := by
    rw [spinOverlap, det_fin_one]
    simp [propagate, step, firstOrbital, Matrix.mul_apply, Fin.sum_univ_two]
    ring
  have hdet : ∀ s : ℝ, (step s).det = 1 := by
    intro s
    rw [step, det_fin_two_of]
    ring
  have hup : spinOverlap (1 : Matrix (Fin 2) (Fin 2) ℝ) (propagate [step (-t), step t] 1)
      = 1 := by
    simp [spinOverlap, propagate, det_mul, hdet]
  constructor
  · rw [closed_shell_overlap_eq_sq, hdn]
  · rw [overlap, hup, hdn, one_mul]

/-- With the initial walker as trial, two explicit positive definite propagators give overlap `9`
for both spins in the first orbital, but overlap `-3` once a further electron fills the up shell,
whose orbitals are then the identity matrix. -/
theorem added_electron_breaks_sign :
    (!![1, 2; 2, 5] : Matrix (Fin 2) (Fin 2) ℝ).PosDef ∧
    (!![1, -2; -2, 5] : Matrix (Fin 2) (Fin 2) ℝ).PosDef ∧
    overlap [!![1, -2; -2, 5], !![1, 2; 2, 5]]
      firstOrbital firstOrbital firstOrbital firstOrbital = 9 ∧
    overlap [!![1, -2; -2, 5], !![1, 2; 2, 5]]
      (1 : Matrix (Fin 2) (Fin 2) ℝ) 1 firstOrbital firstOrbital = -3 := by
  have hA : (!![1, 2; 2, 5] : Matrix (Fin 2) (Fin 2) ℝ) = step 2 := by
    rw [step]
    norm_num
  have hC : (!![1, -2; -2, 5] : Matrix (Fin 2) (Fin 2) ℝ) = step (-2) := by
    rw [step]
    norm_num
  rw [hA, hC, (two_step_overlaps 2).1, (two_step_overlaps 2).2]
  exact ⟨step_posDef 2, step_posDef (-2), by norm_num, by norm_num⟩

end

end ClosedShellAFQMC
```

```lean
#print axioms ClosedShellAFQMC.closed_shell_overlap_nonneg
-- 'ClosedShellAFQMC.closed_shell_overlap_nonneg' depends on axioms: [propext, Classical.choice, Quot.sound]
#print axioms ClosedShellAFQMC.one_step_overlap_nonneg
-- 'ClosedShellAFQMC.one_step_overlap_nonneg' depends on axioms: [propext, Classical.choice, Quot.sound]
#print axioms ClosedShellAFQMC.filled_up_shell_neg_iff
-- 'ClosedShellAFQMC.filled_up_shell_neg_iff' depends on axioms: [propext, Classical.choice, Quot.sound]
#print axioms ClosedShellAFQMC.added_electron_breaks_sign
-- 'ClosedShellAFQMC.added_electron_breaks_sign' depends on axioms: [propext, Classical.choice, Quot.sound]
```

## From the determinants to the Lean proofs

`propagate_eq_prod` identifies successive propagation with the time-ordered product. It is an induction on the list, with the walker left general because the first propagator changes it before the rest act. Associativity of matrix multiplication closes the step.

The closed-shell identity needs only the definition of `overlap` and $d^2=d\cdot d$. The sign theorem rewrites with that identity, then uses `sq_nonneg` for the bound and `sq_pos_iff` for the condition $d\ne0$.

For one step, `conjTranspose_mul_mul_same` supplies the positive semidefinite matrix $\Phi^TB\Phi$ for each spin. Over the reals the conjugate transpose is the transpose. `det_nonneg` gives the two nonnegative factors, and `mul_nonneg` multiplies them.

`det_propagate_pos` treats the filled shell by another induction: each propagator multiplies the determinant by a positive number. In `filled_up_shell_neg_iff` this makes the up factor positive. If the total is negative, a nonnegative down factor would be a contradiction; conversely, a positive number times a negative one is negative.

`step_posDef` checks symmetry entry by entry and then proves the completed square as `key`. If the form were not positive at a nonzero $x$, both squares would vanish, forcing $x_1=0$ and then $x_0=0$.

`two_step_overlaps` computes the down factor $1-t^2$ from the matrix entries and the up factor $1$ from the determinants. The closed-shell identity gives the first overlap, and multiplication by $1$ gives the second. Finally, `added_electron_breaks_sign` recognises the explicit matrices as `step 2` and `step (-2)`, and `norm_num` evaluates the formulas.
